# Bonnet's three-term recurrence for the Legendre polynomials, cleared of its denominator

The Legendre polynomials, which describe the angular dependence of axially symmetric states in a central potential, are here defined by P₀ = 1, P₁ = x and Bonnet's recurrence, solved for the highest polynomial by dividing by n + 2. The theorem `bonnet` states the same recurrence without the division: (n + 2)Pₙ₊₂ = (2n + 3)xPₙ₊₁ − (n + 1)Pₙ, for every natural number n, as an identity of real polynomials. The polynomials have the usual scaling, Pₙ(1) = 1, and not unit norm. The proof first identifies the polynomial n + 2 with the constant polynomial `C ((n : ℝ) + 2)`, so that its product with `C (1 / ((n : ℝ) + 2))` is 1, then unfolds the definition and cancels.

In Lean, a first try:

```lean
import Mathlib

open Polynomial Real

namespace Bonnet

noncomputable section

/-- The Legendre polynomials, defined by `P 0 = 1`, `P 1 = X` and Bonnet's recurrence. -/
def P : ℕ → ℝ[X]
  | 0 => 1
  | 1 => X
  | n + 2 => C (1 / ((n : ℝ) + 2)) *
      ((2 * (n : ℝ[X]) + 3) * X * P (n + 1) - ((n : ℝ[X]) + 1) * P n)

/-- Bonnet's recurrence, free of division. -/
theorem bonnet (n : ℕ) : ((n : ℝ[X]) + 2) * P (n + 2) =
    (2 * (n : ℝ[X]) + 3) * X * P (n + 1) - ((n : ℝ[X]) + 1) * P n := by
  have e : (n : ℝ[X]) + 2 = C ((n : ℝ) + 2) := by simp
  have h : ((n : ℝ[X]) + 2) * C (1 / ((n : ℝ) + 2)) = 1 := by
    rw [e, ← C_mul, mul_one_div_cancel (by positivity), C_1]
  rw [P, ← mul_assoc, h, one_mul]

end

end Bonnet
```

The compiler's answer:

```
Main.lean:19:47: error: unsolved goals
n : ℕ
⊢ 2 = C 2
```

The message comes from the `simp` that should prove `e`. It reduced the equation to `2 = C 2` and stopped there. The left side is the numeral 2 in `ℝ[X]`, the right side the constant polynomial made from the real number 2. They are equal, but `simp` did not turn the one into the other.

The repair proves the missing equation separately, as `c2`. It writes the real 2 as `1 + 1`, so that `C_add` and `C_1` turn `C 2` into `1 + 1` in `ℝ[X]`, and `norm_num` finishes the sum. In `e`, `C_add` now splits the constant polynomial and `c2` replaces `C 2` by `2`. What remains is that `C` takes the real number `n` to the polynomial `n`, and this `simp` can prove. The rest of the proof is unchanged.

This version goes through:

```diff
@@ -17,5 +17,10 @@
 theorem bonnet (n : ℕ) : ((n : ℝ[X]) + 2) * P (n + 2) =
     (2 * (n : ℝ[X]) + 3) * X * P (n + 1) - ((n : ℝ[X]) + 1) * P n := by
-  have e : (n : ℝ[X]) + 2 = C ((n : ℝ) + 2) := by simp
+  have c2 : (C (2 : ℝ) : ℝ[X]) = 2 := by
+    rw [show (2 : ℝ) = 1 + 1 by norm_num, C_add, C_1]
+    norm_num
+  have e : (n : ℝ[X]) + 2 = C ((n : ℝ) + 2) := by
+    rw [C_add, c2]
+    simp
   have h : ((n : ℝ[X]) + 2) * C (1 / ((n : ℝ) + 2)) = 1 := by
     rw [e, ← C_mul, mul_one_div_cancel (by positivity), C_1]
```
